# Seniority energies of the pairing Hamiltonian in a degenerate shell

To check an exact-diagonalisation code for the pairing Hamiltonian, one can set all single-particle energies to zero and compare the computed eigenvalues with a closed formula. The formula holds for levels that all lie at zero energy, with a single pairing strength $G$; once the levels split, it no longer applies in general.

Take $W$ pair levels, each with two conjugate states $k$ and $\bar k$, and let

$$S_+=\sum_k c_k^\dagger c_{\bar k}^\dagger,\qquad S_-=S_+^\dagger,\qquad S_z=\tfrac12(\hat N-W),$$

where $\hat N$ counts particles. These quasi-spin operators satisfy $[S_z,S_+]=S_+$ and $[S_+,S_-]=2S_z$. Let $v$ be a state of $s$ particles with no collective pair, so that $S_-v=0$ and $S_zv=-\frac{W-s}{2}v$. The number $s$ is the seniority in the quasi-spin sense, which need not equal the number of singly occupied levels. Then, for every natural $p$,

$$-G\,S_+S_-\,S_+^p v=-G\,p\,(W-s-p+1)\,S_+^p v .$$

## Removing a pair and putting it back

Since $S_zS_+=S_+S_z+S_+$, each pair raises the projection by one. Induction from the value on $v$ gives

$$S_zS_+^pv=\Big(p-\frac{W-s}{2}\Big)S_+^pv .$$

The next step is to show that

$$S_-S_+^{p+1}v=(p+1)(W-s-p)\,S_+^pv .$$

The second commutator reads $S_-S_+=S_+S_--2S_z$. For $p=0$ it gives $S_-S_+v=-2S_zv=(W-s)v$. If the formula holds for $p$, then

$$\begin{aligned}
S_-S_+^{p+2}v&=S_+S_-S_+^{p+1}v-2S_zS_+^{p+1}v\\
&=\big[(p+1)(W-s-p)-2(p+1)+(W-s)\big]S_+^{p+1}v\\
&=(p+2)(W-s-p-1)\,S_+^{p+1}v .
\end{aligned}$$

For $p\ge1$, removing one pair from $S_+^pv$ gives the factor $p(W-s-p+1)$, and $S_+$ restores the pair. For $p=0$ both sides of the energy formula vanish.

The factor $(p+1)(W-s-p)$ is nonzero while $p+s<W$. Hence $S_+^{p+1}v$ cannot vanish if $S_+^pv$ does not, and for $v\ne0$ all states up to $p=W-s$ are nonzero.

## Quasi-spin operators on a complex vector space

In Lean 4 with Mathlib:

```lean
import Mathlib

open Matrix

namespace SeniorityPairing

noncomputable section

variable {V : Type*} [AddCommGroup V] [Module ℂ V]
```

The space `V` may have any dimension and needs no inner product. The operators are elements of `Module.End ℂ V`, and their product is composition.

```lean
/-- The pairing Hamiltonian `-G S₊ S₋`, with `S₊` creating and `S₋` removing a collective pair. -/
def pairingH (G : ℝ) (Sp Sm : Module.End ℂ V) : Module.End ℂ V :=
  (-(G : ℂ)) • (Sp * Sm)
```

The coupling $G$ is real, of either sign; $G>0$ is attraction.

```lean
/-- The seniority energy `-G p (W - s - p + 1)` of `p` pairs in `W` pair levels
at seniority `s`. -/
def seniorityEnergy (G : ℝ) (W s p : ℕ) : ℝ :=
  -G * p * ((W : ℝ) - s - p + 1)
```

Here `W`, `s` and `p` are natural numbers, converted to reals before the subtraction, so the difference may be negative.

The theorems assume the two commutators (`hz`, `hpm`) and the two conditions on $v$ (`hm`, `hv`); they do not derive them from fermion operators. Neither $[S_z,S_-]=-S_-$ nor adjointness of $S_\pm$ is needed.

```lean
/-- If `[Sz, S₊] = S₊` and `v` has quasi-spin projection `-(W - s)/2`, then adding `p` pairs
to `v` raises the projection by `p`. -/
theorem sz_pairs {Sp Sz : Module.End ℂ V} {v : V} {W s : ℕ}
    (hz : Sz * Sp - Sp * Sz = Sp)
    (hv : Sz v = (-(((W : ℂ) - s) / 2)) • v) (p : ℕ) :
    Sz ((Sp ^ p) v) = ((p : ℂ) - ((W : ℂ) - s) / 2) • (Sp ^ p) v := by
  induction p with
  | zero =>
    simp only [pow_zero, Module.End.one_apply, Nat.cast_zero, zero_sub]
    exact hv
  | succ p ih =>
    -- move Sz past one pair creator
    have h := LinearMap.congr_fun hz ((Sp ^ p) v)
    simp only [LinearMap.sub_apply, Module.End.mul_apply] at h
    rw [ih, map_smul, sub_eq_iff_eq_add] at h
    rw [pow_succ', Module.End.mul_apply, h]
    push_cast
    module
```

The induction applies `hz` to $S_+^pv$; `module` then compares the scalar coefficients.

```lean
/-- For quasi-spin operators and a state `v` without collective pairs, of projection
`-(W - s)/2`, the operator `S₋` takes `p + 1` pairs to `p` pairs with the factor
`(p + 1)(W - s - p)`. -/
theorem remove_pair {Sp Sm Sz : Module.End ℂ V} {v : V} {W s : ℕ}
    (hz : Sz * Sp - Sp * Sz = Sp) (hpm : Sp * Sm - Sm * Sp = (2 : ℂ) • Sz)
    (hm : Sm v = 0) (hv : Sz v = (-(((W : ℂ) - s) / 2)) • v) (p : ℕ) :
    Sm ((Sp ^ (p + 1)) v) = (((p : ℂ) + 1) * ((W : ℂ) - s - p)) • (Sp ^ p) v := by
  -- the commutator, applied to a state
  have key : ∀ x, Sm (Sp x) = Sp (Sm x) - (2 : ℂ) • Sz x := fun x => by
    have h := LinearMap.congr_fun hpm x
    simp only [LinearMap.sub_apply, Module.End.mul_apply, LinearMap.smul_apply] at h
    rw [← h]
    abel
  induction p with
  | zero =>
    simp only [zero_add, pow_one, pow_zero, Module.End.one_apply]
    rw [key, hm, map_zero, hv]
    push_cast
    module
  | succ p ih =>
    have e : Sp ((Sp ^ p) v) = (Sp ^ (p + 1)) v := by
      rw [pow_succ', Module.End.mul_apply]
    rw [pow_succ' Sp (p + 1), Module.End.mul_apply, key, ih, map_smul, e,
      sz_pairs hz hv (p + 1)]
    push_cast
    module
```

The auxiliary statement `key` is $S_-S_+=S_+S_--2S_z$ acting on a vector. The successor case is the three-line calculation above.

## From the energy formula to eigenvectors

```lean
/-- Seniority energy formula: for quasi-spin operators and a state `v` with `S₋ v = 0` and
projection `-(W - s)/2`, the pairing Hamiltonian multiplies `S₊ᵖ v` by
`-G p (W - s - p + 1)`. -/
theorem pairing_energy {Sp Sm Sz : Module.End ℂ V} {v : V} {W s : ℕ}
    (hz : Sz * Sp - Sp * Sz = Sp) (hpm : Sp * Sm - Sm * Sp = (2 : ℂ) • Sz)
    (hm : Sm v = 0) (hv : Sz v = (-(((W : ℂ) - s) / 2)) • v) (G : ℝ) (p : ℕ) :
    pairingH G Sp Sm ((Sp ^ p) v) = (seniorityEnergy G W s p : ℂ) • (Sp ^ p) v := by
  cases p with
  | zero => simp [pairingH, seniorityEnergy, hm]
  | succ p =>
    have e : Sp ((Sp ^ p) v) = (Sp ^ (p + 1)) v := by
      rw [pow_succ', Module.End.mul_apply]
    -- remove a pair, then put it back
    simp only [pairingH, LinearMap.smul_apply, Module.End.mul_apply]
    rw [remove_pair hz hpm hm hv p, map_smul, e]
    simp only [seniorityEnergy]
    push_cast
    module
```

This identity holds for every `p`, including values at which $S_+^pv$ may be zero. An eigenvector must be nonzero, and for $v\ne0$ the bound $p+s\le W$ guarantees this.

```lean
/-- For quasi-spin operators and a nonzero state `v` with `S₋ v = 0` and projection
`-(W - s)/2`, the state with `p` added pairs is nonzero as long as `p + s ≤ W`. -/
theorem pairs_ne_zero {Sp Sm Sz : Module.End ℂ V} {v : V} {W s : ℕ}
    (hz : Sz * Sp - Sp * Sz = Sp) (hpm : Sp * Sm - Sm * Sp = (2 : ℂ) • Sz)
    (hm : Sm v = 0) (hv : Sz v = (-(((W : ℂ) - s) / 2)) • v) (hv0 : v ≠ 0)
    (p : ℕ) (hp : p + s ≤ W) : (Sp ^ p) v ≠ 0 := by
  induction p with
  | zero => simpa using hv0
  | succ p ih =>
    intro h0
    have h := remove_pair hz hpm hm hv p
    rw [h0, map_zero] at h
    rcases smul_eq_zero.mp h.symm with hc | hx
    · -- the removal factor vanishes only at `p + s = W`
      rcases mul_eq_zero.mp hc with h1 | h1
      · exact Nat.cast_add_one_ne_zero p h1
      · have h2 : (W : ℂ) = ((p + s : ℕ) : ℂ) := by
          push_cast
          linear_combination h1
        have h3 : W = p + s := by exact_mod_cast h2
        omega
    · exact ih (by omega) hx
```

If $S_+^{p+1}v$ were zero, the removal formula would force either its factor or $S_+^pv$ to vanish. The first contradicts $p+1+s\le W$, the second the induction hypothesis.

```lean
/-- For quasi-spin operators and a nonzero state `v` with `S₋ v = 0` and projection
`-(W - s)/2`, every `S₊ᵖ v` with `p + s ≤ W` is an eigenvector of the pairing Hamiltonian,
and its eigenvalue is the seniority energy. -/
theorem pairing_eigenvector {Sp Sm Sz : Module.End ℂ V} {v : V} {W s : ℕ}
    (hz : Sz * Sp - Sp * Sz = Sp) (hpm : Sp * Sm - Sm * Sp = (2 : ℂ) • Sz)
    (hm : Sm v = 0) (hv : Sz v = (-(((W : ℂ) - s) / 2)) • v) (hv0 : v ≠ 0)
    (G : ℝ) (p : ℕ) (hp : p + s ≤ W) :
    Module.End.HasEigenvector (pairingH G Sp Sm) (seniorityEnergy G W s p : ℂ)
      ((Sp ^ p) v) :=
  ⟨Module.End.mem_eigenspace_iff.mpr (pairing_energy hz hpm hm hv G p),
    pairs_ne_zero hz hpm hm hv hv0 p hp⟩
```

The vectors are not normalised, which leaves the eigenvalue unchanged. The theorem does not say that these states exhaust the spectrum, or that a suitable $v$ exists for each $s$.

## Particle number and the cost of broken pairs

With $N=2p+s$, substituting $p=(N-s)/2$ gives the energy in terms of particle number.

```lean
/-- In terms of the particle number `N = 2p + s`, the seniority energy is
`-(G/4)(N - s)(2W - s - N + 2)`. -/
theorem energy_particle_number (G : ℝ) (W s p N : ℕ) (hN : N = 2 * p + s) :
    seniorityEnergy G W s p
      = -(G / 4) * ((N : ℝ) - s) * (2 * (W : ℝ) - s - N + 2) := by
  subst hN
  simp only [seniorityEnergy]
  push_cast
  ring
```

Breaking $r$ pairs at fixed $N$ changes the seniority from $0$ to $2r$ and leaves $p$ of the original $p+r$ pairs. The energy difference is

$$G\big[(p+r)(W-p-r+1)-p(W-2r-p+1)\big]=Gr(W-r+1),$$

which does not depend on $p$.

```lean
/-- At fixed particle number, the seniority energy with `r` pairs broken and `p` pairs left
lies `G r (W - r + 1)` above the one with all `p + r` pairs intact. -/
theorem pair_breaking_energy (G : ℝ) (W p r : ℕ) :
    seniorityEnergy G W (2 * r) p - seniorityEnergy G W 0 (p + r)
      = G * r * ((W : ℝ) - r + 1) := by
  simp only [seniorityEnergy]
  push_cast
  ring
```

This is an identity between values of the formula. Both values belong to the allowed range of pair numbers when $p+2r\le W$.

## Two pair levels as an example

For $W=2$, on the states in which each level is either empty or filled with a pair, the operators are $4\times4$ matrices. The empty state serves as $v$, with $s=0$.

```lean
/-- Creation of a pair in either of two levels, in the basis: empty, first level filled,
second level filled, both filled. -/
def pairUp : Matrix (Fin 4) (Fin 4) ℂ :=
  !![0, 0, 0, 0; 1, 0, 0, 0; 1, 0, 0, 0; 0, 1, 1, 0]

/-- The quasi-spin projection of two pair levels: number of pairs minus one. -/
def pairZ : Matrix (Fin 4) (Fin 4) ℂ :=
  !![-1, 0, 0, 0; 0, 0, 0, 0; 0, 0, 0, 0; 0, 0, 0, 1]

/-- The state with both pair levels empty. -/
def vacuum : Fin 4 → ℂ := ![1, 0, 0, 0]
```

The matrix `pairUp` is real, so its transpose is its adjoint and removes a pair.

```lean
/-- Pair creation `pairUp`, its transpose as pair removal, the projection `pairZ` and the empty
state `vacuum` meet all the hypotheses of `pairing_eigenvector` on operators and state, with `W = 2`
and `s = 0`. -/
theorem quasispin_witness :
    toLin' pairZ * toLin' pairUp - toLin' pairUp * toLin' pairZ = toLin' pairUp ∧
    toLin' pairUp * toLin' pairUpᵀ - toLin' pairUpᵀ * toLin' pairUp
      = (2 : ℂ) • toLin' pairZ ∧
    toLin' pairUpᵀ vacuum = 0 ∧
    toLin' pairZ vacuum = (-((((2 : ℕ) : ℂ) - ((0 : ℕ) : ℂ)) / 2)) • vacuum ∧
    vacuum ≠ 0 := by
  have h : ∀ A B : Matrix (Fin 4) (Fin 4) ℂ, toLin' A * toLin' B = toLin' (A * B) :=
    fun A B => (Matrix.toLin'_mul A B).symm
  -- the two commutators as matrix identities
  have h1 : pairZ * pairUp - pairUp * pairZ = pairUp := by
    ext i j
    fin_cases i <;> fin_cases j <;>
      norm_num [pairUp, pairZ, Matrix.mul_apply, Fin.sum_univ_succ]
  have hT : pairUpᵀ = !![0, 1, 1, 0; 0, 0, 0, 1; 0, 0, 0, 1; 0, 0, 0, 0] := by
    ext i j
    fin_cases i <;> fin_cases j <;> rfl
  have h2 : pairUp * pairUpᵀ - pairUpᵀ * pairUp = (2 : ℂ) • pairZ := by
    rw [hT]
    ext i j
    fin_cases i <;> fin_cases j <;>
      norm_num [pairUp, pairZ, Matrix.mul_apply, Fin.sum_univ_succ]
  refine ⟨?_, ?_, ?_, ?_, ?_⟩
  · rw [h, h, ← map_sub, h1]
  · rw [h, h, ← map_sub, h2, map_smul]
  · ext i
    fin_cases i <;>
      norm_num [Matrix.toLin'_apply, pairUp, vacuum, Matrix.mulVec, dotProduct,
        Fin.sum_univ_succ]
  · ext i
    fin_cases i <;>
      norm_num [Matrix.toLin'_apply, pairZ, vacuum, Matrix.mulVec, dotProduct,
        Fin.sum_univ_succ]
  · intro h0
    have h3 := congrFun h0 0
    norm_num [vacuum] at h3

end

end SeniorityPairing
```

The commutators are checked entry by entry and carried over to linear maps by `toLin'`. The example satisfies every assumption of the eigenvector theorem on the operators and the state. The states $S_+v$ and $S_+^2v$, with one and two collective pairs, then both have energy $-2G$. The other one-pair state, the difference of the two configurations with one filled level, is annihilated by $S_-$ and has energy $0$; its seniority is $s=2$, although no level is singly occupied.

```lean
#print axioms SeniorityPairing.pairing_energy
#print axioms SeniorityPairing.pairing_eigenvector
#print axioms SeniorityPairing.energy_particle_number
#print axioms SeniorityPairing.pair_breaking_energy
```

```
'SeniorityPairing.pairing_energy' depends on axioms: [propext, Classical.choice, Quot.sound]
'SeniorityPairing.pairing_eigenvector' depends on axioms: [propext, Classical.choice, Quot.sound]
'SeniorityPairing.energy_particle_number' depends on axioms: [propext, Classical.choice, Quot.sound]
'SeniorityPairing.pair_breaking_energy' depends on axioms: [propext, Classical.choice, Quot.sound]
```
